# Line strengths 729 : 1681 : 1 for three Balmer alpha π transitions with zero magnetic quantum number

## Weights for a Stark pattern

To draw the Stark pattern of the Balmer alpha line, one places each component at its shifted frequency and gives it a height. For a π component, polarised along the field, that height contains the squared matrix element of z between the upper and lower states. The results below supply this factor for transitions from n = 3 to n = 2 between states of zero magnetic quantum number, in non-relativistic hydrogen with zeroth-order wavefunctions.

Those wavefunctions are the parabolic states. They are appropriate when the Stark splitting is large compared with the fine structure but small compared with the spacing of the principal levels. With the field along z, the parabolic coordinates are

ξ = r + z, η = r − z.

In atomic units, the unnormalised state with zero magnetic quantum number and parabolic quantum numbers (n₁, n₂) is

ψ(ξ, η) = L_n₁(ξ/n) L_n₂(η/n) exp(−(ξ + η)/(2n)), n = n₁ + n₂ + 1,

where L_k is the Laguerre polynomial

L_k(x) = Σ_s (−1)^s C(k, s) x^s / s!, s = 0, …, k,

and C(k, s) is the binomial coefficient.

The volume element is (ξ + η)/4 dξ dη dφ, and z = (ξ − η)/2. A norm therefore carries the weight ξ + η, and a matrix element of z carries (ξ² − η²)/2. The common factor 1/4 and the angular integral cancel after normalisation.

## The statement in words

A state is labelled by a pair `a : ℕ × ℕ`, and `level a` is its principal quantum number as a real number. `parabolicState a` is ψ, `normSq a` is the integral of ψ² (ξ + η) over ξ, η > 0, and `dipole a b` is the integral of the product of two states with ξ² − η². The quantity

`lineStrength a b` = (dipole/2)² / (product of the two squared norms)

is the squared matrix element of z between normalised states, in units of the Bohr radius squared.

The theorems say the following.

- `normSq_eq`: the squared norm is 2n⁴ when n₁ and n₂ are both at most 2.
- `balmer_alpha_dipoles`: for (1,1) → (0,1), (2,0) → (1,0) and (2,0) → (0,1), the dipole integrals are −27K, −41K and K, with K = 497664/78125.
- `balmer_alpha_pi_strengths`: the corresponding strengths are 729κ², 1681κ² and κ², with κ = 3456/78125.
- `dipole_swap` and `lineStrength_swap`: exchanging the two quantum numbers in both states reverses the sign of the dipole integral and preserves the strength. The sign rule is proved for all quantum numbers, the equality of strengths for quantum numbers up to 2. That bound, like the one in `normSq_eq`, comes from the method of proof: both results are true without it.

The exchange carries the three listed transitions into the other three between these levels, so all six are covered. The signs of the dipole integrals depend on the convention L_k(0) = 1; the strengths do not.

The wavefunctions enter as definitions: the file does not derive them from the Schrödinger equation. Spin, field-induced changes of the wavefunctions and the π components between states of magnetic quantum number ±1 are absent. An observed intensity also depends on the upper-state populations and on a frequency factor, which is nearly the same for all components.

## The norm 2n⁴

Put ξ = nu in the norm integral, and likewise for η. Two one-coordinate integrals are needed:

∫ L_k(u)² e^(−u) du = 1, ∫ u L_k(u)² e^(−u) du = 2k + 1.

With ∫ u^p e^(−u) du = p!, they can be checked directly for k ≤ 2. For k = 0 both equal 1. For k = 1, L₁² = 1 − 2u + u², which gives

1 − 2 + 2 = 1, 1 − 4 + 6 = 3.

For k = 2, L₂² = 1 − 4u + 5u² − 2u³ + u⁴/4, which gives

1 − 4 + 10 − 12 + 6 = 1, 1 − 8 + 30 − 48 + 30 = 5.

The weight ξ + η splits the double integral into two products, so the squared norm is

n³(2n₁ + 1) + n³(2n₂ + 1) = 2n³(n₁ + n₂ + 1) = 2n⁴.

It is 162 for n = 3 and 32 for n = 2.

## The three dipole integrals

Between n = 3 and n = 2, the exponential in each coordinate is exp(−bx) with

b = (1/3 + 1/2)/2 = 5/12.

Substitute x = 12u/5 and define

A(j, k, l) = ∫ u^j L_k(4u/5) L_l(6u/5) e^(−u) du.

Here k belongs to the upper state and l to the lower. For the transition (a₁, a₂) → (b₁, b₂), the dipole integral is

D = (12/5)⁴ [A(2, a₁, b₁) A(0, a₂, b₂) − A(0, a₁, b₁) A(2, a₂, b₂)].

**(1,1) → (0,1).** The polynomials are 1 − 4u/5 in ξ and 1 − 2u + 24u²/25 in η. Hence

A(0,1,0) = 1/5, A(2,1,0) = −14/5,
A(0,1,1) = 23/25, A(2,1,1) = 326/25.

The bracket is (−322 − 326)/125 = −27 · 24/125.

**(2,0) → (1,0).** The polynomial in ξ is 1 − 14u/5 + 56u²/25 − 48u³/125, and in η it is 1. Hence

A(0,2,1) = 47/125, A(2,2,1) = −890/125,
A(0,0,0) = 1, A(2,0,0) = 2.

The bracket is (−890 − 94)/125 = −41 · 24/125.

**(2,0) → (0,1).** The polynomials are 1 − 8u/5 + 8u²/25 in ξ and 1 − 6u/5 in η. Hence

A(0,2,0) = 1/25, A(2,2,0) = 2/25,
A(0,0,1) = −1/5, A(2,0,1) = −26/5.

The bracket is (−2 + 26)/125 = 24/125. This line is weak because both products in its bracket are small: in units of 1/125 their magnitudes are 2 and 26, against 322 and 326 in the first bracket and 890 and 94 in the second.

The common factor is K = (12/5)⁴ · 24/125 = 497664/78125. The square root of the product of the squared norms is √(162 · 32) = 72, so the normalised matrix elements of z are −27κ, −41κ and κ, with

κ = K/(2 · 72) = 3456/78125 ≈ 0.0442.

Squaring gives strengths of about 1.427, 3.290 and 0.00196, in the ratio 729 : 1681 : 1.

Exchanging ξ and η leaves the norm weight unchanged and reverses ξ² − η², which gives the mirror-image rule.

## A Lyman alpha value by hand

The same recipe applies to (1,0) → (0,0), from n = 2 to n = 1. Now b = 3/4, and x = 4u/3 turns L₁(x/2) into 1 − 2u/3. Its integrals against e^(−u) and u² e^(−u) are 1/3 and −2; those of the constant 1 are 1 and 2. Thus

D = (4/3)⁴ (−2 − 2/3) = −2048/243.

The squared norms are 32 and 2, with √64 = 8, so the matrix element of z is −128/243 ≈ −0.527. Its magnitude is the familiar 2p–1s value 128√2/243 divided by √2, as expected for an equal mixture of 2s and 2p.

## The Lean file

```lean
import Mathlib

open MeasureTheory Set

namespace BalmerAlphaStark

noncomputable section

/-- Coefficient of `x ^ s` in the Laguerre polynomial of degree `k`. -/
def laguerreCoeff (k s : ℕ) : ℝ := (-1) ^ s * (k.choose s : ℝ) / (s.factorial : ℝ)

/-- The Laguerre polynomial of degree `k`. -/
def laguerre (k : ℕ) (x : ℝ) : ℝ := ∑ s ∈ Finset.range (k + 1), laguerreCoeff k s * x ^ s

/-- The principal quantum number `n = n₁ + n₂ + 1` of the m = 0 state `(n₁, n₂)`. -/
def level (a : ℕ × ℕ) : ℝ := (a.1 : ℝ) + (a.2 : ℝ) + 1

/-- The unnormalised m = 0 hydrogen state with parabolic quantum numbers `a = (n₁, n₂)`. -/
def parabolicState (a : ℕ × ℕ) (ξ η : ℝ) : ℝ :=
  laguerre a.1 (ξ / level a) * laguerre a.2 (η / level a) * Real.exp (-(ξ + η) / (2 * level a))

/-- The squared norm of a parabolic state with weight `ξ + η`. -/
def normSq (a : ℕ × ℕ) : ℝ :=
  ∫ ξ in Ioi (0 : ℝ), ∫ η in Ioi (0 : ℝ), parabolicState a ξ η ^ 2 * (ξ + η)

/-- The integral of `ξ² - η²` between two parabolic states. -/
def dipole (a b : ℕ × ℕ) : ℝ :=
  ∫ ξ in Ioi (0 : ℝ), ∫ η in Ioi (0 : ℝ),
    parabolicState a ξ η * parabolicState b ξ η * (ξ ^ 2 - η ^ 2)

/-- The squared matrix element of `z = (ξ - η) / 2` between the normalised states,
in atomic units. -/
def lineStrength (a b : ℕ × ℕ) : ℝ := (dipole a b / 2) ^ 2 / (normSq a * normSq b)

/-- The factor of a transition integrand that depends on one parabolic coordinate,
with an extra power `x ^ j`. -/
def radial (j k l : ℕ) (n m x : ℝ) : ℝ :=
  x ^ j * (laguerre k (x / n) * laguerre l (x / m)) * Real.exp (-((1 / n + 1 / m) / 2 * x))

/-- The finite sum of factorials that evaluates a one-coordinate integral. -/
def radialMoment (j k l : ℕ) (n m : ℝ) : ℝ :=
  ∑ s ∈ Finset.range (k + 1), ∑ t ∈ Finset.range (l + 1),
    laguerreCoeff k s / n ^ s * (laguerreCoeff l t / m ^ t) *
      (((j + s + t).factorial : ℝ) / ((1 / n + 1 / m) / 2) ^ (j + s + t + 1))

lemma level_pos (a : ℕ × ℕ) : 0 < level a := by
  unfold level
  positivity

/-- A power times a decaying exponential integrates to a factorial over a power of the
decay constant. -/
theorem integral_pow_exp (k : ℕ) {b : ℝ} (hb : 0 < b) :
    ∫ x in Ioi (0 : ℝ), x ^ k * Real.exp (-(b * x)) = (k.factorial : ℝ) / b ^ (k + 1) := by
  have h := Real.integral_rpow_mul_exp_neg_mul_Ioi (a := (k : ℝ) + 1) (r := b)
    (by positivity) hb
  have e : (1 / b) ^ ((k : ℝ) + 1) = 1 / b ^ (k + 1) := by
    rw [← Nat.cast_add_one, Real.rpow_natCast, one_div_pow]
  rw [Real.Gamma_nat_eq_factorial, e] at h
  simp only [add_sub_cancel_right, Real.rpow_natCast] at h
  rw [h]
  ring

lemma integrable_pow_exp (k : ℕ) {b : ℝ} (hb : 0 < b) :
    Integrable (fun x : ℝ => x ^ k * Real.exp (-(b * x))) (volume.restrict (Ioi 0)) := by
  -- a non-integrable function would have integral zero
  by_contra h
  have h1 := integral_pow_exp k hb
  rw [integral_undef h] at h1
  have h2 : 0 < (k.factorial : ℝ) / b ^ (k + 1) := by positivity
  linarith

lemma radial_expand (j k l : ℕ) (n m x : ℝ) :
    radial j k l n m x = ∑ s ∈ Finset.range (k + 1), ∑ t ∈ Finset.range (l + 1),
      laguerreCoeff k s / n ^ s * (laguerreCoeff l t / m ^ t) *
        (x ^ (j + s + t) * Real.exp (-((1 / n + 1 / m) / 2 * x))) := by
  unfold radial laguerre
  rw [Finset.sum_mul_sum, Finset.mul_sum, Finset.sum_mul]
  refine Finset.sum_congr rfl fun s _ => ?_
  rw [Finset.mul_sum, Finset.sum_mul]
  refine Finset.sum_congr rfl fun t _ => ?_
  simp only [div_pow, pow_add]
  ring

lemma integrable_radial (j k l : ℕ) {n m : ℝ} (hn : 0 < n) (hm : 0 < m) :
    Integrable (radial j k l n m) (volume.restrict (Ioi 0)) := by
  have hb : 0 < (1 / n + 1 / m) / 2 := by positivity
  rw [funext (radial_expand j k l n m)]
  exact MeasureTheory.integrable_finsetSum _ fun s _ => MeasureTheory.integrable_finsetSum _ fun t _ =>
    (integrable_pow_exp _ hb).const_mul _

/-- Every one-coordinate integral over two Laguerre polynomials is a finite sum of factorials. -/
theorem integral_radial (j k l : ℕ) {n m : ℝ} (hn : 0 < n) (hm : 0 < m) :
    ∫ x in Ioi (0 : ℝ), radial j k l n m x = radialMoment j k l n m := by
  have hb : 0 < (1 / n + 1 / m) / 2 := by positivity
  simp only [radial_expand]
  rw [MeasureTheory.integral_finsetSum _ fun s _ => MeasureTheory.integrable_finsetSum _ fun t _ =>
    (integrable_pow_exp _ hb).const_mul _]
  refine Finset.sum_congr rfl fun s _ => ?_
  rw [MeasureTheory.integral_finsetSum _ fun t _ => (integrable_pow_exp _ hb).const_mul _]
  refine Finset.sum_congr rfl fun t _ => ?_
  rw [integral_const_mul, integral_pow_exp _ hb]

lemma state_mul (a b : ℕ × ℕ) (j : ℕ) (σ ξ η : ℝ) :
    parabolicState a ξ η * parabolicState b ξ η * (ξ ^ j + σ * η ^ j) =
      radial j a.1 b.1 (level a) (level b) ξ * radial 0 a.2 b.2 (level a) (level b) η +
      σ * (radial 0 a.1 b.1 (level a) (level b) ξ * radial j a.2 b.2 (level a) (level b) η) := by
  have h : Real.exp (-(ξ + η) / (2 * level a)) * Real.exp (-(ξ + η) / (2 * level b)) =
      Real.exp (-((1 / level a + 1 / level b) / 2 * ξ)) *
        Real.exp (-((1 / level a + 1 / level b) / 2 * η)) := by
    rw [← Real.exp_add, ← Real.exp_add]
    congr 1
    ring
  simp only [parabolicState, radial, pow_zero]
  linear_combination (laguerre a.1 (ξ / level a) * laguerre a.2 (η / level a) *
    laguerre b.1 (ξ / level b) * laguerre b.2 (η / level b) * (ξ ^ j + σ * η ^ j)) * h

/-- Integrals of `ξ ^ j + σ η ^ j` between parabolic states separate into products of
one-coordinate integrals. -/
theorem separation (a b : ℕ × ℕ) (j : ℕ) (σ : ℝ) :
    ∫ ξ in Ioi (0 : ℝ), ∫ η in Ioi (0 : ℝ),
      parabolicState a ξ η * parabolicState b ξ η * (ξ ^ j + σ * η ^ j) =
      radialMoment j a.1 b.1 (level a) (level b) * radialMoment 0 a.2 b.2 (level a) (level b) +
      σ * (radialMoment 0 a.1 b.1 (level a) (level b) *
        radialMoment j a.2 b.2 (level a) (level b)) := by
  have ha := level_pos a
  have hb := level_pos b
  simp only [state_mul]
  -- integrate over η first, then over ξ
  have inner : ∀ ξ : ℝ, ∫ η in Ioi (0 : ℝ),
      (radial j a.1 b.1 (level a) (level b) ξ * radial 0 a.2 b.2 (level a) (level b) η +
      σ * (radial 0 a.1 b.1 (level a) (level b) ξ * radial j a.2 b.2 (level a) (level b) η)) =
      radial j a.1 b.1 (level a) (level b) ξ * radialMoment 0 a.2 b.2 (level a) (level b) +
      σ * (radial 0 a.1 b.1 (level a) (level b) ξ *
        radialMoment j a.2 b.2 (level a) (level b)) := by
    intro ξ
    rw [integral_add ((integrable_radial 0 a.2 b.2 ha hb).const_mul _)
      (((integrable_radial j a.2 b.2 ha hb).const_mul _).const_mul _),
      integral_const_mul, integral_const_mul, integral_const_mul,
      integral_radial 0 _ _ ha hb, integral_radial j _ _ ha hb]
  simp only [inner]
  rw [integral_add ((integrable_radial j a.1 b.1 ha hb).mul_const _)
    (((integrable_radial 0 a.1 b.1 ha hb).mul_const _).const_mul _),
    integral_mul_const, integral_const_mul, integral_mul_const,
    integral_radial j _ _ ha hb, integral_radial 0 _ _ ha hb]

lemma dipole_eq (a b : ℕ × ℕ) : dipole a b =
    radialMoment 2 a.1 b.1 (level a) (level b) * radialMoment 0 a.2 b.2 (level a) (level b) -
    radialMoment 0 a.1 b.1 (level a) (level b) * radialMoment 2 a.2 b.2 (level a) (level b) := by
  have h := separation a b 2 (-1)
  simp only [neg_one_mul, ← sub_eq_add_neg] at h
  exact h

/-- For `n₁, n₂ ≤ 2` the squared norm of a parabolic state is `2 n⁴`, with `n = n₁ + n₂ + 1`. -/
theorem normSq_eq (n₁ n₂ : ℕ) (h₁ : n₁ ≤ 2) (h₂ : n₂ ≤ 2) :
    normSq (n₁, n₂) = 2 * ((n₁ : ℝ) + n₂ + 1) ^ 4 := by
  have h := separation (n₁, n₂) (n₁, n₂) 1 1
  simp only [pow_one, one_mul] at h
  simp only [normSq, pow_two]
  rw [h]
  interval_cases n₁ <;> interval_cases n₂ <;>
    norm_num [radialMoment, laguerreCoeff, level, Finset.sum_range_succ, Nat.factorial,
      Nat.choose]

/-- Exchanging the two parabolic quantum numbers in both states reverses the sign of the
dipole integral. -/
theorem dipole_swap (a b : ℕ × ℕ) : dipole a.swap b.swap = -dipole a b := by
  have hs : ∀ c : ℕ × ℕ, level c.swap = level c := by
    intro c
    simp only [level, Prod.fst_swap, Prod.snd_swap]
    ring
  rw [dipole_eq a.swap b.swap, dipole_eq a b, hs a, hs b]
  simp only [Prod.fst_swap, Prod.snd_swap]
  ring

/-- The dipole integrals for (1,1) to (0,1), (2,0) to (1,0) and (2,0) to (0,1) are
-27, -41 and 1 times a common positive number. -/
theorem balmer_alpha_dipoles :
    dipole (1, 1) (0, 1) = -27 * (497664 / 78125) ∧
    dipole (2, 0) (1, 0) = -41 * (497664 / 78125) ∧
    dipole (2, 0) (0, 1) = 497664 / 78125 := by
  refine ⟨?_, ?_, ?_⟩ <;> rw [dipole_eq] <;>
    norm_num [radialMoment, laguerreCoeff, level, Finset.sum_range_succ, Nat.factorial,
      Nat.choose]

/-- The strengths of the three Balmer alpha pi components (1,1) to (0,1), (2,0) to (1,0) and
(2,0) to (0,1) are 729, 1681 and 1 times a common positive number. -/
theorem balmer_alpha_pi_strengths :
    lineStrength (1, 1) (0, 1) = 729 * (3456 / 78125) ^ 2 ∧
    lineStrength (2, 0) (1, 0) = 1681 * (3456 / 78125) ^ 2 ∧
    lineStrength (2, 0) (0, 1) = (3456 / 78125) ^ 2 := by
  obtain ⟨d₁, d₂, d₃⟩ := balmer_alpha_dipoles
  have n₁ := normSq_eq 1 1 (by norm_num) (by norm_num)
  have n₂ := normSq_eq 2 0 (by norm_num) (by norm_num)
  have n₃ := normSq_eq 0 1 (by norm_num) (by norm_num)
  have n₄ := normSq_eq 1 0 (by norm_num) (by norm_num)
  refine ⟨?_, ?_, ?_⟩
  · rw [lineStrength, d₁, n₁, n₃]
    norm_num
  · rw [lineStrength, d₂, n₂, n₄]
    norm_num
  · rw [lineStrength, d₃, n₂, n₃]
    norm_num

/-- Lines related by exchanging the two parabolic quantum numbers in both states have equal
strength, for `n₁, n₂ ≤ 2` in each state. -/
theorem lineStrength_swap (a b : ℕ × ℕ) (ha : a.1 ≤ 2 ∧ a.2 ≤ 2) (hb : b.1 ≤ 2 ∧ b.2 ≤ 2) :
    lineStrength a.swap b.swap = lineStrength a b := by
  have hN : ∀ c : ℕ × ℕ, c.1 ≤ 2 ∧ c.2 ≤ 2 → normSq c.swap = normSq c := by
    rintro ⟨p, q⟩ ⟨hp, hq⟩
    rw [Prod.swap_prod_mk, normSq_eq q p hq hp, normSq_eq p q hp hq]
    ring
  rw [lineStrength, lineStrength, dipole_swap, hN a ha, hN b hb]
  ring

end

end BalmerAlphaStark
```

```lean
#print axioms BalmerAlphaStark.balmer_alpha_pi_strengths
#print axioms BalmerAlphaStark.lineStrength_swap
```

```
'BalmerAlphaStark.balmer_alpha_pi_strengths' depends on axioms: [propext, Classical.choice, Quot.sound]
'BalmerAlphaStark.lineStrength_swap' depends on axioms: [propext, Classical.choice, Quot.sound]
```

## From one-coordinate integrals to line strengths

`integral_pow_exp` obtains k!/b^(k+1) from Mathlib's Gamma integral. `integrable_pow_exp` then argues by contradiction: Lean assigns the value zero to the integral of a non-integrable function, whereas this integral is positive.

`radial` is the part of an integrand that depends on one coordinate. Its parameters `n` and `m` are the two principal quantum numbers; the m = 0 in the comments is the magnetic one. `radial_expand` multiplies out the two Laguerre sums, `integrable_radial` shows that the result is integrable, and `integral_radial` integrates term by term. The result, `radialMoment`, is the finite factorial sum that A(j, k, l) represents after rescaling.

`state_mul` splits the two-coordinate integrand with weight ξ^j + σ η^j into products. Its one analytic ingredient is the factorisation of the exponentials, which `linear_combination` inserts into the polynomial identity. `separation` integrates first over η and then over ξ, for arbitrary quantum numbers. The choice j = 1, σ = 1 gives the norm; j = 2, σ = −1 gives `dipole_eq`, the formula for D above.

For `normSq_eq`, `interval_cases` produces the nine pairs with n₁, n₂ ≤ 2, and `norm_num` evaluates the factorial sums in each. This replaces the derivation through 2k + 1. The three dipole integrals are evaluated in the same way, and `balmer_alpha_pi_strengths` combines them with the norms.

`dipole_swap` needs no numerical evaluation: exchanging the quantum numbers interchanges the two products in `dipole_eq`. `lineStrength_swap` adds the equality of the norms, which is where its bound on the quantum numbers enters.

## States on three-dimensional space

The states could also be defined as functions on ℝ³, with norms and matrix elements taken against ordinary volume. A proof along the present lines would then include the change to parabolic coordinates, which here is built into the weights. Each squared norm would acquire the factor 2π/4 and become πn⁴, while the line strengths would stay the same.
